# Two orbital pairs with one density matrix whose KLI potentials differ by more than a constant

**Q:** If I assume that the density matrix fixes the KLI potential, I may rotate the occupied orbitals before building it and get a different potential, with no warning from the density or the exchange energy. You say this happens on three sites. What exactly are you calling KLI?

**A:** The Krieger–Li–Iafrate approximation to the optimised effective potential, here for exact exchange. Take real, orthonormal occupied orbitals $\phi_i(x)$ on finitely many sites, with $\langle f,g\rangle=\sum_x f(x)g(x)$. For same-spin electrons, the density matrix, density and exchange operator are
$$P(x,y)=\sum_i\phi_i(x)\phi_i(y),\quad n(x)=P(x,x),\quad K(x,y)=-P(x,y)\,w(x,y),$$
where $w$ is the pair interaction. A local potential $v$ is a KLI potential if, at every site,
$$n v=\sum_i\phi_i\,(K\phi_i)+\sum_i\phi_i^2\,a_i,\qquad a_i=\langle\phi_i,(v-K)\phi_i\rangle.$$
In Lean this is the predicate `IsKLI K φ v`; `*ᵥ` applies a matrix to a vector, and `⬝ᵥ` is the inner product.

```lean
import Mathlib

open Matrix

namespace KLIOrbitalDependence

noncomputable section

variable {ι X : Type*} [Fintype ι] [Fintype X]

/-- The density matrix `P(x,y) = ∑ φᵢ(x) φᵢ(y)` of real occupied orbitals. -/
def densityMatrix (φ : ι → X → ℝ) : Matrix X X ℝ :=
  Matrix.of fun x y => ∑ i, φ i x * φ i y

/-- The exchange operator `K(x,y) = -P(x,y) w(x,y)` of same-spin electrons with density
matrix `P` and pair interaction `w`. -/
def exchangeOperator (w P : Matrix X X ℝ) : Matrix X X ℝ :=
  Matrix.of fun x y => -(P x y * w x y)

/-- The KLI equation `n v = ∑ φᵢ (K φᵢ) + ∑ φᵢ² ⟨φᵢ, (v - K) φᵢ⟩` for a local potential `v`. -/
def IsKLI [DecidableEq X] (K : Matrix X X ℝ) (φ : ι → X → ℝ) (v : X → ℝ) : Prop :=
  ∀ x, (∑ i, φ i x ^ 2) * v x = ∑ i, φ i x * (K *ᵥ φ i) x
    + ∑ i, φ i x ^ 2 * (φ i ⬝ᵥ ((Matrix.diagonal v - K) *ᵥ φ i))
```

**Q:** Where can the choice of orbitals enter, if $P$ is fixed?

**A:** Not in the first, Slater term: exchanging the sums gives $\sum_i\phi_i(x)(K\phi_i)(x)=\sum_y K(x,y)P(x,y)$. Only the term with the averages $a_i$ is left. The second lemma below rewrites the whole equation in products $\phi_i(x)\phi_i(y)$, which removes the square roots from normalisation.

```lean
/-- The Slater term `∑ φᵢ (K φᵢ)` of the KLI equation depends on the orbitals only through
their density matrix, for a given operator `K`. -/
theorem slater_term_eq (K : Matrix X X ℝ) (φ : ι → X → ℝ) (x : X) :
    ∑ i, φ i x * (K *ᵥ φ i) x = ∑ y, K x y * densityMatrix φ x y := by
  simp only [Matrix.mulVec, dotProduct, densityMatrix, Matrix.of_apply, Finset.mul_sum]
  rw [Finset.sum_comm]
  exact Finset.sum_congr rfl fun y _ => Finset.sum_congr rfl fun i _ => by ring

/-- The KLI equation written with the single-orbital density matrices `φᵢ(x) φᵢ(y)`. -/
theorem isKLI_iff_products [DecidableEq X] (K : Matrix X X ℝ) (φ : ι → X → ℝ) (v : X → ℝ) :
    IsKLI K φ v ↔ ∀ x, (∑ i, φ i x * φ i x) * v x = ∑ i, ∑ y, K x y * (φ i x * φ i y)
      + ∑ i, (φ i x * φ i x) *
        ∑ y, (v y * (φ i y * φ i y) - ∑ z, K y z * (φ i y * φ i z)) := by
  have h1 : ∀ i x, φ i x * (K *ᵥ φ i) x = ∑ y, K x y * (φ i x * φ i y) := by
    intro i x
    simp only [Matrix.mulVec, dotProduct, Finset.mul_sum]
    exact Finset.sum_congr rfl fun y _ => by ring
  have h2 : ∀ i, φ i ⬝ᵥ ((Matrix.diagonal v - K) *ᵥ φ i)
      = ∑ y, (v y * (φ i y * φ i y) - ∑ z, K y z * (φ i y * φ i z)) := by
    intro i
    unfold dotProduct
    refine Finset.sum_congr rfl fun y _ => ?_
    rw [← h1 i y, Matrix.sub_mulVec, Pi.sub_apply, Matrix.mulVec_diagonal]
    ring
  simp only [IsKLI, h1, h2, pow_two]
```

**Q:** Which orbitals, and did you choose $K$ to suit yourself?

**A:** I chose $w$, and $K$ follows. It is a toy repulsion: strength 3 on each site and between sites 0 and 1, and none between site 2 and the others. Numbering from 0 as Lean does, the pairs are

- A: $\phi_0=(1,-1,0)/\sqrt2$, $\phi_1=(1,1,-2)/\sqrt6$;
- B: $\phi_0=(0,1,-1)/\sqrt2$, $\phi_1=(2,-1,-1)/\sqrt6$.

```lean
/-- The orbital `a / √N` on three sites, for `N > 0`. -/
def orbital (N : ℝ) (a : Fin 3 → ℝ) : Fin 3 → ℝ := fun x => a x / √N

/-- For `N > 0` the products of values of the orbital `a / √N` are `a(x) a(y) / N`. -/
theorem orbital_mul {N : ℝ} (hN : 0 < N) (a : Fin 3 → ℝ) (x y : Fin 3) :
    orbital N a x * orbital N a y = a x * a y / N := by
  unfold orbital
  rw [div_mul_div_comm, Real.mul_self_sqrt hN.le]

/-- The first pair of orbitals, `(1,-1,0)/√2` and `(1,1,-2)/√6`. -/
def pairA : Fin 2 → Fin 3 → ℝ := ![orbital 2 ![1, -1, 0], orbital 6 ![1, 1, -2]]

/-- The second pair of orbitals, `(0,1,-1)/√2` and `(2,-1,-1)/√6`. -/
def pairB : Fin 2 → Fin 3 → ℝ := ![orbital 2 ![0, 1, -1], orbital 6 ![2, -1, -1]]

/-- Two real orbitals are normalized and orthogonal to each other. -/
def IsOrthonormalPair (φ : Fin 2 → Fin 3 → ℝ) : Prop :=
  φ 0 ⬝ᵥ φ 0 = 1 ∧ φ 1 ⬝ᵥ φ 1 = 1 ∧ φ 0 ⬝ᵥ φ 1 = 0

/-- A pair interaction on three sites: strength 3 on each site and between the first two. -/
def interaction : Matrix (Fin 3) (Fin 3) ℝ := !![3, 3, 0; 3, 3, 0; 0, 0, 3]
```

The squared norms are $2/2$ and $6/6$, and the overlaps are $(1-1)/\sqrt{12}$ and $(-1+1)/\sqrt{12}$, both zero. Each pair therefore spans the plane of vectors whose components sum to zero, so $P$ has $2/3$ on the diagonal and $-1/3$ elsewhere. Multiplying by $-w$ entry by entry gives $K$ with rows $(-2,1,0)$, $(1,-2,0)$, $(0,0,-2)$. Lean checks $P$ and $K$ entry by entry.

```lean
/-- Both pairs of orbitals are orthonormal. -/
theorem pairs_orthonormal : IsOrthonormalPair pairA ∧ IsOrthonormalPair pairB := by
  have p2 : (0 : ℝ) < 2 := by norm_num
  have p6 : (0 : ℝ) < 6 := by norm_num
  have third : ∀ a b c : ℝ, (![a, b, c] : Fin 3 → ℝ) 2 = c := fun _ _ _ => rfl
  refine ⟨⟨?_, ?_, ?_⟩, ⟨?_, ?_, ?_⟩⟩
  all_goals simp only [dotProduct, Fin.sum_univ_three, pairA, pairB, Matrix.cons_val_zero,
    Matrix.cons_val_one, orbital_mul p2, orbital_mul p6]
  -- the norms are rational; the overlaps cancel term by term
  all_goals simp only [orbital, Matrix.cons_val_zero, Matrix.cons_val_one, third]
  all_goals ring

/-- Both pairs have the same density matrix, the projector onto the vectors whose
components sum to zero. -/
theorem densityMatrix_pairs :
    densityMatrix pairA = !![2/3, -1/3, -1/3; -1/3, 2/3, -1/3; -1/3, -1/3, 2/3] ∧
    densityMatrix pairB = !![2/3, -1/3, -1/3; -1/3, 2/3, -1/3; -1/3, -1/3, 2/3] := by
  have p2 : (0 : ℝ) < 2 := by norm_num
  have p6 : (0 : ℝ) < 6 := by norm_num
  constructor <;> ext x y <;>
    simp only [densityMatrix, Matrix.of_apply, Fin.sum_univ_two, pairA, pairB,
      Matrix.cons_val_zero, Matrix.cons_val_one, orbital_mul p2, orbital_mul p6] <;>
    fin_cases x <;> fin_cases y <;> norm_num

/-- The exchange operator of either pair is the matrix with rows `(-2,1,0)`, `(1,-2,0)`
and `(0,0,-2)`. -/
theorem exchangeOperator_pairs :
    exchangeOperator interaction (densityMatrix pairA) = !![-2, 1, 0; 1, -2, 0; 0, 0, -2] ∧
    exchangeOperator interaction (densityMatrix pairB) = !![-2, 1, 0; 1, -2, 0; 0, 0, -2] := by
  rw [densityMatrix_pairs.1, densityMatrix_pairs.2, and_self]
  ext x y
  fin_cases x <;> fin_cases y <;> norm_num [exchangeOperator, interaction]
```

**Q:** Now solve the equations in front of me.

**A:** For both pairs $n=2/3$ everywhere, and the Slater term is $(-5/3,-5/3,-4/3)$. The three site equations add up to an identity because the orbitals are normalised, so two independent ones suffice.

For pair A, $\langle\phi_0,K\phi_0\rangle=-3$ and $\langle\phi_1,K\phi_1\rangle=-5/3$, so
$$a_0=\tfrac{v_0+v_1}2+3,\qquad a_1=\tfrac{v_0+v_1+4v_2}6+\tfrac53.$$
Sites 0 and 1 have the same right-hand side, $-\frac53+\frac{a_0}2+\frac{a_1}6$, so $v_0=v_1$. Site 2 reads $\frac23v_2=-\frac43+\frac23a_1$, or $v_2=a_1-2=\frac{v_0+2v_2-1}3$. Hence $v_1-v_2=v_0-v_2=1$.

```lean
/-- All KLI potentials of the first pair: equal on the first two sites, and lower by 1 on
the third. -/
theorem isKLI_pairA_iff (v : Fin 3 → ℝ) :
    IsKLI (exchangeOperator interaction (densityMatrix pairA)) pairA v ↔
      v 0 = v 1 ∧ v 1 - v 2 = 1 := by
  have p2 : (0 : ℝ) < 2 := by norm_num
  have p6 : (0 : ℝ) < 6 := by norm_num
  have third : ∀ {α : Type} (a b c : α), (![a, b, c] : Fin 3 → α) 2 = c := fun _ _ _ => rfl
  have sites : ∀ p : Fin 3 → Prop, (∀ x, p x) ↔ p 0 ∧ p 1 ∧ p 2 := fun p =>
    ⟨fun h => ⟨h 0, h 1, h 2⟩, fun h x => by
      fin_cases x
      exacts [h.1, h.2.1, h.2.2]⟩
  -- one linear equation for each site
  rw [exchangeOperator_pairs.1, isKLI_iff_products, sites]
  simp only [Fin.sum_univ_two, Fin.sum_univ_three, pairA, Matrix.of_apply,
    Matrix.cons_val_zero, Matrix.cons_val_one, third, orbital_mul p2, orbital_mul p6]
  constructor
  · rintro ⟨h0, h1, h2⟩
    constructor <;> linarith
  · rintro ⟨ha, hb⟩
    refine ⟨?_, ?_, ?_⟩ <;> linarith
```

For pair B the expectation values of $K$ are $-2$ and $-8/3$, so
$$a_0=\tfrac{v_1+v_2}2+2,\qquad a_1=\tfrac{4v_0+v_1+v_2}6+\tfrac83.$$
Sites 1 and 2 share $\frac{a_0}2+\frac{a_1}6$; subtracting them gives $\frac23(v_1-v_2)=-\frac13$, so $v_1-v_2=-\frac12$. Site 0 gives $v_0=a_1-\frac52$, or $2v_0=v_1+v_2+1$, hence $v_0-v_2=\frac14$.

```lean
/-- All KLI potentials of the second pair: relative to the third site, the first lies
higher by 1/4 and the second lower by 1/2. -/
theorem isKLI_pairB_iff (v : Fin 3 → ℝ) :
    IsKLI (exchangeOperator interaction (densityMatrix pairB)) pairB v ↔
      v 0 - v 2 = 1/4 ∧ v 1 - v 2 = -1/2 := by
  have p2 : (0 : ℝ) < 2 := by norm_num
  have p6 : (0 : ℝ) < 6 := by norm_num
  have third : ∀ {α : Type} (a b c : α), (![a, b, c] : Fin 3 → α) 2 = c := fun _ _ _ => rfl
  have sites : ∀ p : Fin 3 → Prop, (∀ x, p x) ↔ p 0 ∧ p 1 ∧ p 2 := fun p =>
    ⟨fun h => ⟨h 0, h 1, h 2⟩, fun h x => by
      fin_cases x
      exacts [h.1, h.2.1, h.2.2]⟩
  -- one linear equation for each site
  rw [exchangeOperator_pairs.2, isKLI_iff_products, sites]
  simp only [Fin.sum_univ_two, Fin.sum_univ_three, pairB, Matrix.of_apply,
    Matrix.cons_val_zero, Matrix.cons_val_one, third, orbital_mul p2, orbital_mul p6]
  constructor
  · rintro ⟨h0, h1, h2⟩
    constructor <;> linarith
  · rintro ⟨ha, hb⟩
    refine ⟨?_, ?_, ?_⟩ <;> linarith
```

In both proofs `sites` splits the condition into three equations, `orbital_mul` makes them rational, and `linarith` proves each direction.

**Q:** Could one of the equations simply have no solution?

**A:** No. The main theorem supplies $(1,1,0)$ for A and $(1/4,-1/2,0)$ for B, alongside orthonormality, the common $P$ and the two incompatible differences. A constant shift would preserve $v_1-v_2$, so the last theorem follows.

```lean
/-- Two orthonormal pairs of orbitals share one density matrix and both admit KLI potentials,
yet between the second and third sites every potential of the first pair drops by 1 and
every potential of the second pair rises by 1/2. -/
theorem kli_depends_on_orbitals :
    IsOrthonormalPair pairA ∧ IsOrthonormalPair pairB ∧
    densityMatrix pairA = densityMatrix pairB ∧
    (∃ v, IsKLI (exchangeOperator interaction (densityMatrix pairA)) pairA v) ∧
    (∃ v, IsKLI (exchangeOperator interaction (densityMatrix pairB)) pairB v) ∧
    (∀ v, IsKLI (exchangeOperator interaction (densityMatrix pairA)) pairA v →
      v 1 - v 2 = 1) ∧
    (∀ v, IsKLI (exchangeOperator interaction (densityMatrix pairB)) pairB v →
      v 1 - v 2 = -1/2) := by
  refine ⟨pairs_orthonormal.1, pairs_orthonormal.2,
    densityMatrix_pairs.1.trans densityMatrix_pairs.2.symm,
    ⟨![1, 1, 0], (isKLI_pairA_iff _).2 ?_⟩, ⟨![1/4, -1/2, 0], (isKLI_pairB_iff _).2 ?_⟩,
    fun v h => ((isKLI_pairA_iff v).1 h).2, fun v h => ((isKLI_pairB_iff v).1 h).2⟩
  · show (1 : ℝ) = 1 ∧ (1 : ℝ) - 0 = 1
    norm_num
  · show (1/4 : ℝ) - 0 = 1/4 ∧ (-1/2 : ℝ) - 0 = -1/2
    norm_num

/-- No KLI potential of the second pair is a constant shift of one of the first pair. -/
theorem kli_not_constant_shift (v v' : Fin 3 → ℝ)
    (hA : IsKLI (exchangeOperator interaction (densityMatrix pairA)) pairA v)
    (hB : IsKLI (exchangeOperator interaction (densityMatrix pairB)) pairB v') :
    ¬ ∃ c : ℝ, ∀ x, v' x = v x + c := by
  rintro ⟨c, hc⟩
  have h1 := ((isKLI_pairA_iff v).1 hA).2
  have h2 := ((isKLI_pairB_iff v').1 hB).2
  linarith [hc 1, hc 2]

end

end KLIOrbitalDependence
```

```lean
#print axioms KLIOrbitalDependence.slater_term_eq
#print axioms KLIOrbitalDependence.kli_depends_on_orbitals
#print axioms KLIOrbitalDependence.kli_not_constant_shift
```

```
'KLIOrbitalDependence.slater_term_eq' depends on axioms: [propext, Classical.choice, Quot.sound]
'KLIOrbitalDependence.kli_depends_on_orbitals' depends on axioms: [propext, Classical.choice, Quot.sound]
'KLIOrbitalDependence.kli_not_constant_shift' depends on axioms: [propext, Classical.choice, Quot.sound]
```

**Q:** Does that last theorem need both KLI hypotheses?

**A:** Yes. Without `hB`, take $v=v'=(1,1,0)$: `hA` holds, and $c=0$ is a constant shift. Without `hA`, take $v=v'=(1/4,-1/2,0)$: `hB` holds, and again $c=0$ works.

**Q:** Many people leave the highest orbital out of the sum over averages.

**A:** That selects solutions of the same equation. Summing over sites forces the omitted $a_i$ to vanish, which fixes the additive constant and leaves the differences above unchanged.

**Q:** And Kohn–Sham orbitals are not mine to rotate.

**A:** Here the orbitals are given; no Kohn–Sham eigenvalue equation selects them. For a given Kohn–Sham potential without degeneracy, that equation would fix them up to sign, which the products ignore. What this finite example with a toy interaction shows is that $P$ and $w$ alone do not in general determine the KLI potential, even up to a constant: it also matters which orbitals are put into the equation.
